# Stopping rule for temperature-accelerated dynamics with Arrhenius rates and a minimum prefactor

A temperature-accelerated run watches a basin at high temperature, extrapolates each escape time to low temperature, and accepts the event with the shortest extrapolated time \(s\). If the run ends too early, an unseen low-barrier pathway may have a later escape that extrapolates below \(s\), and the wrong event is accepted. For one Arrhenius pathway with exponentially distributed escape times, a temperature-independent prefactor with an assumed lower bound, and a fixed \(s\), an explicit stop time limits the probability of this error. The failure cases given under the headings are argued informally and are not among the Lean theorems, except the failure of an earlier stop time, which is `stopTime_minimal`.

## Arrhenius rates with one prefactor at both temperatures

With inverse temperature \(b=1/k_BT\), barrier \(E\) and prefactor \(v\), the rate is \(k(v,b,E)=v e^{-bE}\). The low temperature has \(b_l\) (`bl`), the high one \(b_h\) (`bh`). A time \(t\) seen at \(b_h\) extrapolates to \(t e^{(b_l-b_h)E}\). All quantities are real numbers, and \(E\) has either sign.

```lean
import Mathlib

open Real MeasureTheory ProbabilityTheory

namespace TemperatureAcceleratedStopping

noncomputable section

/-- Arrhenius rate of a pathway with prefactor `v` and barrier `E` at inverse temperature `b`. -/
def rate (v b E : ℝ) : ℝ := v * exp (-(b * E))

/-- A time `t` observed at inverse temperature `bh`, extrapolated to inverse temperature `bl`
for a pathway with barrier `E`. -/
def extrapolate (bl bh E t : ℝ) : ℝ := t * exp ((bl - bh) * E)
```

Let \(v_0\) be a postulated lowest attempt frequency of any pathway, and \(L\) a threshold on rate times time, the expected number of escapes. Define
\[ t_*=\frac{L}{v_0}\Big(\frac{v_0 s}{L}\Big)^{b_h/b_l},\qquad E_c=\frac{\ln(v_0 s/L)}{b_l}. \]

```lean
/-- Stop time of the high-temperature run, for minimum prefactor `v0`, confidence parameter `L`
and shortest extrapolated time `s`. -/
def stopTime (bl bh v0 L s : ℝ) : ℝ := L / v0 * (v0 * s / L) ^ (bh / bl)

/-- The critical barrier `ln (v0 s / L) / bl`. -/
def criticalBarrier (bl v0 L s : ℝ) : ℝ := log (v0 * s / L) / bl
```

Since \(e^{-b_lE}e^{(b_l-b_h)E}=e^{-b_hE}\), extrapolation preserves rate times time; step `h` is this product. The Arrhenius form is a definition, not derived from dynamics. A temperature-dependent prefactor would add a ratio of prefactors to the extrapolation.

```lean
/-- Extrapolation preserves rate times time: the low-temperature rate times the extrapolated
time equals the high-temperature rate times the observed time. -/
theorem rate_mul_extrapolate (v bl bh E t : ℝ) :
    rate v bl E * extrapolate bl bh E t = rate v bh E * t := by
  have h : exp (-(bh * E)) = exp (-(bl * E)) * exp ((bl - bh) * E) := by
    rw [← exp_add]; congr 1; ring
  unfold rate extrapolate
  rw [h]; ring
```

## Positive \(v_0\), \(L\), \(s\) and \(b_l\)

Positivity makes \(v_0s/L>0\), so the power is an exponential, and \(b_l>0\) gives \(e^{b_lE_c}=v_0s/L\). Then
\[ t_*=\frac{L}{v_0}e^{b_hE_c},\qquad k(v_0,b_h,E)\,t_*=v_0e^{-b_hE}\frac{L}{v_0}e^{b_hE_c}=Le^{b_h(E_c-E)}, \]
\[ t_*e^{(b_l-b_h)E}=\frac{L}{v_0}e^{b_lE_c}e^{(b_l-b_h)(E-E_c)}=s\,e^{(b_l-b_h)(E-E_c)}. \]
In Lean, `hx` feeds `rpow_def_of_pos` for the first identity and `exp_log` for the third. For \(v_0s/L\le0\) the logarithm has no physical meaning. Only the third identity carries `hbl`, used in `h0`: at \(b_l=0\) Lean's division returns zero, which leaves the first two true but, unless \(v_0s=L\), breaks \(b_lE_c=\ln(v_0s/L)\).

```lean
/-- The stop time is `(L / v0) exp (bh Ec)` with `Ec` the critical barrier. -/
theorem stopTime_eq (bl bh : ℝ) {v0 L s : ℝ} (hv0 : 0 < v0) (hL : 0 < L) (hs : 0 < s) :
    stopTime bl bh v0 L s = L / v0 * exp (bh * criticalBarrier bl v0 L s) := by
  have hx : 0 < v0 * s / L := by positivity
  have h : log (v0 * s / L) * (bh / bl) = bh * (log (v0 * s / L) / bl) := by ring
  unfold stopTime criticalBarrier
  rw [rpow_def_of_pos hx, h]

/-- For prefactor `v0`, the high-temperature rate times the stop time is
`L exp (bh (Ec - E))`. -/
theorem rate_mul_stopTime (bl bh E : ℝ) {v0 L s : ℝ} (hv0 : 0 < v0) (hL : 0 < L) (hs : 0 < s) :
    rate v0 bh E * stopTime bl bh v0 L s
      = L * exp (bh * (criticalBarrier bl v0 L s - E)) := by
  have h : exp (bh * (criticalBarrier bl v0 L s - E))
      = exp (-(bh * E)) * exp (bh * criticalBarrier bl v0 L s) := by
    rw [← exp_add]; congr 1; ring
  have hne := hv0.ne'
  rw [stopTime_eq bl bh hv0 hL hs, rate, h]
  field_simp

/-- The stop time extrapolated with barrier `E` is `s exp ((bl - bh) (E - Ec))`. -/
theorem extrapolate_stopTime (bh E : ℝ) {bl v0 L s : ℝ} (hbl : 0 < bl) (hv0 : 0 < v0)
    (hL : 0 < L) (hs : 0 < s) :
    extrapolate bl bh E (stopTime bl bh v0 L s)
      = s * exp ((bl - bh) * (E - criticalBarrier bl v0 L s)) := by
  have hx : 0 < v0 * s / L := by positivity
  have hb := hbl.ne'
  have h0 : bl * criticalBarrier bl v0 L s = log (v0 * s / L) := by
    unfold criticalBarrier
    generalize log (v0 * s / L) = w
    field_simp
  have h : exp (bl * criticalBarrier bl v0 L s) = v0 * s / L := by rw [h0, exp_log hx]
  have e : exp (bh * criticalBarrier bl v0 L s) * exp ((bl - bh) * E)
      = exp (bl * criticalBarrier bl v0 L s)
        * exp ((bl - bh) * (E - criticalBarrier bl v0 L s)) := by
    rw [← exp_add, ← exp_add]; congr 1; ring
  have hv := hv0.ne'
  have hL' := hL.ne'
  rw [extrapolate, stopTime_eq bl bh hv0 hL hs, mul_assoc, e, h]
  field_simp
```

## Temperature ordering \(0<b_h<b_l\)

The run is hotter than the target and at finite temperature. Because \(b_h>0\), \(Le^{b_h(E_c-E)}<L\) holds exactly when \(E>E_c\). Because \(b_l-b_h>0\), \(s\,e^{(b_l-b_h)(E-E_c)}>s\) holds exactly when \(E>E_c\). `stopping_iff` states both equivalences; each of its four branches fixes the sign of an exponent from `hbh` or `hd` and compares with `exp 0`. At \(b_h=0\) the product equals \(L\) for every barrier, at \(b_h=b_l\) the extrapolated stop time equals \(s\) for every barrier, and for \(b_h>b_l\) the second equivalence reverses.

```lean
/-- For prefactor `v0`, rate times stop time is below `L` exactly when the barrier exceeds the
critical barrier, and the stop time extrapolates beyond `s` exactly in the same case. -/
theorem stopping_iff (E : ℝ) {bl bh v0 L s : ℝ} (hbh : 0 < bh) (hb : bh < bl) (hv0 : 0 < v0)
    (hL : 0 < L) (hs : 0 < s) :
    (rate v0 bh E * stopTime bl bh v0 L s < L ↔ criticalBarrier bl v0 L s < E) ∧
    (s < extrapolate bl bh E (stopTime bl bh v0 L s) ↔ criticalBarrier bl v0 L s < E) := by
  rw [rate_mul_stopTime bl bh E hv0 hL hs, extrapolate_stopTime bh E (hbh.trans hb) hv0 hL hs]
  generalize criticalBarrier bl v0 L s = Ec
  have hd : 0 < bl - bh := sub_pos.2 hb
  refine ⟨⟨fun h => ?_, fun h => ?_⟩, ⟨fun h => ?_, fun h => ?_⟩⟩
  · by_contra h'
    have h1 : exp 0 ≤ exp (bh * (Ec - E)) :=
      exp_le_exp.2 (mul_nonneg hbh.le (sub_nonneg.2 (not_lt.1 h')))
    rw [exp_zero] at h1
    nlinarith
  · have h1 : exp (bh * (Ec - E)) < exp 0 :=
      exp_lt_exp.2 (mul_neg_of_pos_of_neg hbh (sub_neg.2 h))
    rw [exp_zero] at h1
    nlinarith
  · by_contra h'
    have h1 : exp ((bl - bh) * (E - Ec)) ≤ exp 0 :=
      exp_le_exp.2 (by nlinarith [mul_nonneg hd.le (sub_nonneg.2 (not_lt.1 h'))])
    rw [exp_zero] at h1
    nlinarith
  · have h1 : exp 0 < exp ((bl - bh) * (E - Ec)) :=
      exp_lt_exp.2 (mul_pos hd (sub_pos.2 h))
    rw [exp_zero] at h1
    nlinarith
```

## Prefactor at least \(v_0\), pathway slow, event late

`stopping_rule` adds three hypotheses: \(v\ge v_0\) (`hv`), \(k(v,b_h,E)\,t_*<L\) (`hE`: the pathway could plausibly remain unseen), and \(t\ge t_*\) (`ht`). It concludes \(t e^{(b_l-b_h)E}>s\). The chain is
\[ k(v_0,b_h,E)\,t_*\le k(v,b_h,E)\,t_*<L\;\Rightarrow\;E>E_c\;\Rightarrow\;s<t_*e^{(b_l-b_h)E}\le t\,e^{(b_l-b_h)E}. \]
Steps `h1` and `h2` use `hv` and `hE`; `ha.1` and `hb'.2` are the two arrows, and `ht` gives the last inequality. A pathway with \(0<v<v_0\) and a barrier slightly below \(E_c\) would satisfy `hE` and extrapolate \(t_*\) below \(s\). If `hE` is absent, any \(E\le E_c\) extrapolates \(t_*\) to at most \(s\).

```lean
/-- Stopping rule: if a pathway with prefactor `v ≥ v0` has high-temperature rate times stop
time below `L`, every time `t` at or after the stop time extrapolates beyond `s`. -/
theorem stopping_rule {bl bh v v0 L s E t : ℝ} (hbh : 0 < bh) (hb : bh < bl) (hv0 : 0 < v0)
    (hv : v0 ≤ v) (hL : 0 < L) (hs : 0 < s)
    (hE : rate v bh E * stopTime bl bh v0 L s < L) (ht : stopTime bl bh v0 L s ≤ t) :
    s < extrapolate bl bh E t := by
  have hpos : 0 < stopTime bl bh v0 L s := by
    rw [stopTime_eq bl bh hv0 hL hs]; positivity
  -- the minimum prefactor gives the slowest rate
  have h1 : rate v0 bh E ≤ rate v bh E := mul_le_mul_of_nonneg_right hv (exp_pos _).le
  have h2 : rate v0 bh E * stopTime bl bh v0 L s < L :=
    (mul_le_mul_of_nonneg_right h1 hpos.le).trans_lt hE
  -- so the barrier lies above the critical one
  obtain ⟨ha, hb'⟩ := stopping_iff E hbh hb hv0 hL hs
  exact (hb'.2 (ha.1 h2)).trans_le (mul_le_mul_of_nonneg_right ht (exp_pos _).le)
```

That \(t_*\) cannot be replaced by an earlier time, in the threshold test and in the extrapolation alike, is a theorem. At \(E=E_c\) the identities give exactly \(L\) and \(s\) (`h1`, `h2`), and both quantities are \(t\) times a positive factor. So for any \(t<t_*\) the pathway \((v_0,E_c)\) has rate times time below \(L\) while \(t\) extrapolates below \(s\). The stop time is minimal for this threshold criterion when barriers of either sign are allowed. For \(v_0s<L\) the witness barrier \(E_c\) is negative and not physical; with only \(E\ge0\) admitted, any \(t>s\) already extrapolates beyond \(s\), and \(t_*>s\) is then not minimal.

```lean
/-- At any time `t` before the stop time, the pathway with prefactor `v0` and the critical
barrier has rate times `t` below `L`, while `t` extrapolates below `s`. -/
theorem stopTime_minimal {bl bh v0 L s t : ℝ} (hbl : 0 < bl) (hv0 : 0 < v0) (hL : 0 < L)
    (hs : 0 < s) (ht : t < stopTime bl bh v0 L s) :
    rate v0 bh (criticalBarrier bl v0 L s) * t < L ∧
    extrapolate bl bh (criticalBarrier bl v0 L s) t < s := by
  have h1 := rate_mul_stopTime bl bh (criticalBarrier bl v0 L s) hv0 hL hs
  have h2 := extrapolate_stopTime bh (criticalBarrier bl v0 L s) hbl hv0 hL hs
  rw [sub_self, mul_zero, exp_zero, mul_one] at h1 h2
  have hk : 0 < rate v0 bh (criticalBarrier bl v0 L s) := mul_pos hv0 (exp_pos _)
  exact ⟨(mul_lt_mul_of_pos_left ht hk).trans_eq h1,
    (mul_lt_mul_of_pos_right ht (exp_pos _)).trans_eq h2⟩
```

## A waiting time longer than \(L/v_0\)

The condition \(L<v_0s\) says that \(s\) spans more than \(L\) periods of the slowest attempt frequency. It gives \(\ln(v_0s/L)>0\), hence \(E_c>0\) (`hc`). The third identity at \(E=0\) (`h2`) reads \(t_*=s\,e^{-(b_l-b_h)E_c}\), which is below \(s\). For \(L\ge v_0s\) the same formula would give \(t_*\ge s\) and no time saved.

```lean
/-- If `L < v0 s`, the critical barrier is positive and the stop time is shorter than `s`. -/
theorem stopTime_lt {bl bh v0 L s : ℝ} (hbl : 0 < bl) (hb : bh < bl) (hv0 : 0 < v0)
    (hL : 0 < L) (h : L < v0 * s) :
    0 < criticalBarrier bl v0 L s ∧ stopTime bl bh v0 L s < s := by
  have hs : 0 < s := by
    by_contra h'
    nlinarith [mul_nonneg hv0.le (neg_nonneg.2 (not_lt.1 h'))]
  have hc : 0 < criticalBarrier bl v0 L s :=
    div_pos (log_pos (by rw [lt_div_iff₀ hL]; linarith)) hbl
  refine ⟨hc, ?_⟩
  have h2 := extrapolate_stopTime bh 0 hbl hv0 hL hs
  rw [extrapolate, mul_zero, exp_zero, mul_one] at h2
  have h1 : exp ((bl - bh) * (0 - criticalBarrier bl v0 L s)) < exp 0 :=
    exp_lt_exp.2 (mul_neg_of_pos_of_neg (sub_pos.2 hb) (by linarith))
  rw [exp_zero] at h1
  rw [h2]
  nlinarith
```

## Exponential escape time and \(0<\delta<1\)

Memoryless escape from an equilibrated basin is assumed: the escape time \(\tau\) has law `expMeasure (rate v bh E)`, so with \(k=k(v,b_h,E)\), \(P(\tau>t)=e^{-kt}\) for \(t\ge0\). The tolerated error probability \(\delta\) sets \(L=\ln(1/\delta)\); \(0<\delta<1\) gives \(L>0\) (`hL`) and \(e^{-L}=\delta\) (`hexp`). At \(\delta=1\) the threshold would vanish. The theorem states, for every \(E\),
\[ P\big(\tau>t_*\ \text{and}\ \tau e^{(b_l-b_h)E}\le s\big)\le\delta . \]
If \(kt_*<L\), the stopping rule makes the event empty (`hemp`). Otherwise the event lies in \(\{\tau>t_*\}\) (`hsub`), of probability \(1-(1-e^{-kt_*})=e^{-kt_*}\) (`h1`, `h2`), and \(e^{-kt_*}\le e^{-L}=\delta\) (`h4`). The exponential law enters only in this second case, and a heavier tail could exceed \(\delta\).

The bound is a joint probability, not one conditioned on survival to \(t_*\). It concerns a single pathway and a fixed number \(s\), whereas a simulation has many pathways and a random \(s\) that falls whenever a new event has a shorter extrapolated time.

```lean
/-- With `L = ln (1/δ)` and an exponentially distributed escape time at the high-temperature
rate of a pathway with prefactor `v ≥ v0`, the probability that the escape comes after the stop
time and extrapolates to at most `s` is at most `δ`. -/
theorem miss_probability_le (E : ℝ) {bl bh v v0 δ s : ℝ} (hbh : 0 < bh) (hb : bh < bl)
    (hv0 : 0 < v0) (hv : v0 ≤ v) (hδ : 0 < δ) (hδ1 : δ < 1) (hs : 0 < s) :
    (expMeasure (rate v bh E)).real
      {τ | stopTime bl bh v0 (log (1 / δ)) s < τ ∧ extrapolate bl bh E τ ≤ s} ≤ δ := by
  have hL : 0 < log (1 / δ) := log_pos (by rw [lt_div_iff₀ hδ]; linarith)
  have hexp : exp (-log (1 / δ)) = δ := by
    rw [exp_neg, exp_log (one_div_pos.2 hδ), one_div, inv_inv]
  generalize log (1 / δ) = L at hL hexp ⊢
  have hk : 0 < rate v bh E := mul_pos (hv0.trans_le hv) (exp_pos _)
  have ht : 0 < stopTime bl bh v0 L s := by
    rw [stopTime_eq bl bh hv0 hL hs]; positivity
  by_cases hE : rate v bh E * stopTime bl bh v0 L s < L
  · -- slow pathway: no later event extrapolates to `s` or below
    have hemp : {τ | stopTime bl bh v0 L s < τ ∧ extrapolate bl bh E τ ≤ s} = ∅ := by
      ext τ
      exact ⟨fun hτ => absurd hτ.2
        (not_le.2 (stopping_rule hbh hb hv0 hv hL hs hE hτ.1.le)), fun h => False.elim h⟩
    rw [hemp]
    simpa using hδ.le
  · -- fast pathway: survival past the stop time is already unlikely
    have hprob : IsProbabilityMeasure (expMeasure (rate v bh E)) :=
      isProbabilityMeasure_expMeasure hk
    have h1 := cdf_expMeasure_eq hk (stopTime bl bh v0 L s)
    rw [if_pos ht.le, cdf_eq_real] at h1
    have h2 : (expMeasure (rate v bh E)).real (Set.Ioi (stopTime bl bh v0 L s))
        = 1 - (expMeasure (rate v bh E)).real (Set.Iic (stopTime bl bh v0 L s)) := by
      rw [← Set.compl_Iic]
      exact probReal_compl_eq_one_sub measurableSet_Iic
    have hsub : {τ | stopTime bl bh v0 L s < τ ∧ extrapolate bl bh E τ ≤ s}
        ⊆ Set.Ioi (stopTime bl bh v0 L s) := fun τ hτ => hτ.1
    have h3 := measureReal_mono (μ := expMeasure (rate v bh E)) hsub (measure_ne_top _ _)
    have h4 : exp (-(rate v bh E * stopTime bl bh v0 L s)) ≤ exp (-L) :=
      exp_le_exp.2 (neg_le_neg (not_lt.1 hE))
    linarith

end

end TemperatureAcceleratedStopping
```

```lean
#print axioms TemperatureAcceleratedStopping.stopping_rule
#print axioms TemperatureAcceleratedStopping.stopTime_minimal
#print axioms TemperatureAcceleratedStopping.stopTime_lt
#print axioms TemperatureAcceleratedStopping.miss_probability_le
```

```
'TemperatureAcceleratedStopping.stopping_rule' depends on axioms: [propext, Classical.choice, Quot.sound]
'TemperatureAcceleratedStopping.stopTime_minimal' depends on axioms: [propext, Classical.choice, Quot.sound]
'TemperatureAcceleratedStopping.stopTime_lt' depends on axioms: [propext, Classical.choice, Quot.sound]
'TemperatureAcceleratedStopping.miss_probability_le' depends on axioms: [propext, Classical.choice, Quot.sound]
```
